# Coefficients of the characteristic polynomial of a molecular graph as signed counts of permutations along bonds

In Hückel theory with the same Coulomb integral α on every atom, the same nonzero resonance integral β on every bond and overlap neglected, the orbital energies E are given by x = (E − α)/β, where x runs over the roots of det(x − A) and A is the 0/1 adjacency matrix of the molecular graph. The theorem `charpoly_coeff` concerns any simple graph `G` on a finite vertex type `V` with n elements, with A taken over `ℤ`. For j + g = n, it states that the coefficient of x^j in the characteristic polynomial is the sum of (−1)^(number of cycles of length at least two) over all permutations that move exactly g vertices and send each moved vertex to a neighbour. The attempt expands the determinant by the Leibniz formula and evaluates each term: a permutation along bonds contributes (−1)^(number of such cycles) times x to the number of fixed vertices, and any other permutation has a vanishing factor. The coefficients are then compared term by term.

In Lean, a first try:

```lean
import Mathlib

open Finset Polynomial Equiv
open scoped Classical

namespace AcyclicConverse

noncomputable section

variable {V : Type*} [Fintype V] [DecidableEq V] (G : SimpleGraph V)

/-- The permutation sends every atom it moves to a bonded neighbour. -/
def Along (σ : Perm V) : Prop := ∀ x, σ x ≠ x → G.Adj x (σ x)

/-- Permutations along bonds that move exactly `g` atoms. -/
def figures (g : ℕ) : Finset (Perm V) := univ.filter fun σ => Along G σ ∧ σ.support.card = g

/-- For `g ≤ n`, the coefficient of `x^(n-g)` in `det (x - A)` is the sum of `(-1)^(number of cycles
of length at least two)` over the figures on `g` atoms. -/
theorem charpoly_coeff [DecidableRel G.Adj] {j g : ℕ} (hj : j + g = Fintype.card V) :
    (G.adjMatrix ℤ).charpoly.coeff j = ∑ σ ∈ figures G g, (-1) ^ σ.cycleType.card := by
  -- one Leibniz term
  have term : ∀ σ : Perm V,
      ((Perm.sign σ : ℤ) : ℤ[X]) * ∏ i, (G.adjMatrix ℤ).charmatrix (σ i) i = if Along G σ then
        C ((-1) ^ σ.cycleType.card) * X ^ (Fintype.card V - σ.support.card) else 0 := by
    intro σ
    by_cases h : Along G σ
    · have h1 : ∀ i ∈ σ.support, (G.adjMatrix ℤ).charmatrix (σ i) i = -1 := fun i hi => by
        have hi' := Perm.mem_support.1 hi
        rw [Matrix.charmatrix_apply_ne _ _ _ hi']
        simp [(h i hi').symm]
      have h2 : ∀ i ∈ σ.supportᶜ, (G.adjMatrix ℤ).charmatrix (σ i) i = X := fun i hi => by
        have hi' : σ i = i := by simpa using hi
        simp [hi']
      have h3 : (-1 : ℤ[X]) ^ σ.support.card * (-1) ^ σ.support.card = 1 := by
        rw [← mul_pow]; simp
      rw [if_pos h, ← prod_mul_prod_compl σ.support, prod_congr rfl h1, prod_congr rfl h2,
        prod_const, prod_const, card_compl, Perm.sign_of_cycleType, Perm.sum_cycleType]
      simp only [map_pow, map_neg, map_one]
      push_cast
      rw [pow_add]
      linear_combination
        ((-1) ^ σ.cycleType.card * X ^ (Fintype.card V - σ.support.card)) * h3
    · obtain ⟨i, hi⟩ := not_forall.1 h
      obtain ⟨hi, hn⟩ := Classical.not_imp.1 hi
      have hn' : ¬ G.Adj (σ i) i := fun e => hn e.symm
      have hz : (G.adjMatrix ℤ).charmatrix (σ i) i = 0 := by
        rw [Matrix.charmatrix_apply_ne _ _ _ hi]
        simp [hn']
      rw [if_neg h, prod_eq_zero (mem_univ i) hz, mul_zero]
  rw [Matrix.charpoly, Matrix.det_apply', finset_sum_coeff, figures, sum_filter]
  refine sum_congr rfl fun σ _ => ?_
  rw [term]
  have := card_le_univ σ.support
  by_cases h : Along G σ
  · rw [if_pos h, coeff_C_mul_X_pow]
    by_cases hg : σ.support.card = g
    · rw [if_pos (by omega), if_pos ⟨h, hg⟩]
    · rw [if_neg (by omega), if_neg fun e => hg e.2]
  · rw [if_neg h, if_neg fun e => h e.1, coeff_zero]

end

end AcyclicConverse
```

The error:

```
Main.lean:50:20: error: Tactic `rewrite` failed: Did not find an occurrence of the pattern
  ∏ j, (SimpleGraph.adjMatrix ℤ G).charmatrix (σ i) j
in the target expression
  ↑↑(Perm.sign σ) * ∏ i, (SimpleGraph.adjMatrix ℤ G).charmatrix (σ i) i = 0

case neg
V : Type u_1
inst✝² : Fintype V
inst✝¹ : DecidableEq V
G : SimpleGraph V
inst✝ : DecidableRel G.Adj
j g : ℕ
hj : j + g = Fintype.card V
σ : Perm V
h : ¬Along G σ
i : V
hi✝ : ¬(σ i ≠ i → G.Adj i (σ i))
hi : σ i ≠ i
hn : ¬G.Adj i (σ i)
hn' : ¬G.Adj (σ i) i
hz : (SimpleGraph.adjMatrix ℤ G).charmatrix (σ i) i = 0
⊢ ↑↑(Perm.sign σ) * ∏ i, (SimpleGraph.adjMatrix ℤ G).charmatrix (σ i) i = 0

Note: The target expression is not type-correct under the `implicit` transparency level, which may have triggered the failure. This is usually caused by unfolding of semireducible definitions in prior tactic steps. Use `set_option linter.tacticCheckInstances true` to investigate the source of the issue.
Full error:
  function expected
    (SimpleGraph.adjMatrix ℤ G).charmatrix (σ i)
Main.lean:51:42: warning: `Polynomial.finset_sum_coeff` has been deprecated: Use `Polynomial.finsetSum_coeff` instead
```

After these edits no error is left:

```diff
@@ -48,6 +48,8 @@
         rw [Matrix.charmatrix_apply_ne _ _ _ hi]
         simp [hn']
-      rw [if_neg h, prod_eq_zero (mem_univ i) hz, mul_zero]
-  rw [Matrix.charpoly, Matrix.det_apply', finset_sum_coeff, figures, sum_filter]
+      have hz' : ∏ k, (G.adjMatrix ℤ).charmatrix (σ k) k = 0 :=
+        prod_eq_zero (f := fun k => (G.adjMatrix ℤ).charmatrix (σ k) k) (mem_univ i) hz
+      rw [if_neg h, hz', mul_zero]
+  rw [Matrix.charpoly, Matrix.det_apply', finsetSum_coeff, figures, sum_filter]
   refine sum_congr rfl fun σ _ => ?_
   rw [term]
```

Cause. The error arises in the case `¬Along G σ`. `prod_eq_zero` takes `i ∈ s` and `f i = 0` and concludes that the product of `f` over `s` vanishes. Inside `rw` the term is elaborated before it meets the goal, so `f` is found from `hz` alone, by unifying `f i` with `charmatrix (σ i) i`. Lean matches the outer application and takes `f` to be `charmatrix (σ i)`. The pattern is therefore `∏ j, charmatrix (σ i) j`, the product along the fixed row `σ i`. The goal's product has a row index that varies with the bound variable, so no occurrence is found. The appended note offers only a possible trigger; the displayed mismatch already accounts for the failure.

The repair supplies `f := fun k => charmatrix (σ k) k` explicitly. Then `f i` beta-reduces to the left side of `hz`, and `hz'` states the vanishing of exactly the product in the goal. Rewriting with it leaves the sign times `0`, which `mul_zero` closes.

The warning reports that `Polynomial.finset_sum_coeff` is deprecated; replacing it by `finsetSum_coeff` is tidying.
